# Swapping a fixed worm label with a moved label leaves the set of displaced labels unchanged

A permutation `σ` acts on a finite set of labels, one of which, `w`, is singled out as the worm label; the displaced labels are those other than `w` that `σ` moves. The lemma `displaced_open` says that if `σ` fixes `w` and moves `j`, then `σ * swap w j`, which exchanges `w` and `j` first and then applies `σ`, has the same displaced labels as `σ`. It is a purely combinatorial statement, with no weights or probabilities. The proof compares the two sets label by label, treating separately the label `w`, the label `j`, and any other label, which the swap leaves alone.

This version doesn't compile in Lean 4 with Mathlib:

```lean
import Mathlib

open Equiv

namespace WormSwapErgodicity

variable {α : Type*} [Fintype α] [DecidableEq α]

/-- The labels other than the worm label `w` that the permutation `σ` moves. -/
def displaced (w : α) (σ : Perm α) : Finset α :=
  Finset.univ.filter (fun j => j ≠ w ∧ σ j ≠ j)

/-- A label is displaced when it is not the worm label and `σ` moves it. -/
theorem mem_displaced {w j : α} {σ : Perm α} : j ∈ displaced w σ ↔ j ≠ w ∧ σ j ≠ j := by
  simp [displaced]

/-- If the worm label is fixed, swapping it with a moved label `j` leaves the set of displaced
labels unchanged. -/
theorem displaced_open (w j : α) (σ : Perm α) (hw : σ w = w) (hj : σ j ≠ j) :
    displaced w (σ * swap w j) = displaced w σ := by
  have hjw : j ≠ w := fun h => hj (by rw [h, hw])
  ext i
  simp only [displaced, Finset.mem_filter, Finset.mem_univ, true_and, Perm.mul_apply]
  by_cases hi : i = w
  · simp [hi]
  by_cases hij : i = j
  · rw [hij, swap_apply_right, hw]
    simp [hj, hjw, hjw.symm]
  · rw [swap_apply_of_ne_of_ne hi hij]

end WormSwapErgodicity
```

The error:

```
Main.lean:25:2: error: unsolved goals
case pos
α : Type u_1
inst✝¹ : Fintype α
inst✝ : DecidableEq α
w j : α
σ : Perm α
hw : σ w = w
hj : σ j ≠ j
hjw : j ≠ w
i : α
hi : i = w
⊢ w ∉ {j_1 | ¬j_1 = w ∧ ¬σ ((swap w j) j_1) = j_1}
Main.lean:27:13: error: Tactic `rewrite` failed: Did not find an occurrence of the pattern
  (swap ?a ?b) ?b
in the target expression
  j ∈ {j_1 | j_1 ≠ w ∧ σ ((swap w j) j_1) ≠ j_1} ↔ j ≠ w ∧ σ j ≠ j

case pos
α : Type u_1
inst✝¹ : Fintype α
inst✝ : DecidableEq α
w j : α
σ : Perm α
hw : σ w = w
hj : σ j ≠ j
hjw : j ≠ w
i : α
hi : ¬i = w
hij : i = j
⊢ j ∈ {j_1 | j_1 ≠ w ∧ σ ((swap w j) j_1) ≠ j_1} ↔ j ≠ w ∧ σ j ≠ j

Note: The target expression is not type-correct under the `implicit` transparency level, which may have triggered the failure. This is usually caused by unfolding of semireducible definitions in prior tactic steps. Use `set_option linter.tacticCheckInstances true` to investigate the source of the issue.
Full error:
  Application type mismatch: The argument
    fun a => instDecidableAnd
  has type
    (a : α) → Decidable (a ≠ w ∧ (σ * swap w j) a ≠ a)
  but is expected to have type
    DecidablePred fun j_1 => j_1 ≠ w ∧ σ ((swap w j) j_1) ≠ j_1
  in the application
    @Finset.filter α (fun j_1 => j_1 ≠ w ∧ σ ((swap w j) j_1) ≠ j_1) fun a => instDecidableAnd
Main.lean:29:8: error: Tactic `rewrite` failed: Did not find an occurrence of the pattern
  (swap w j) i
in the target expression
  i ∈ {j_1 | j_1 ≠ w ∧ σ ((swap w j) j_1) ≠ j_1} ↔ i ≠ w ∧ σ i ≠ i

case neg
α : Type u_1
inst✝¹ : Fintype α
inst✝ : DecidableEq α
w j : α
σ : Perm α
hw : σ w = w
hj : σ j ≠ j
hjw : j ≠ w
i : α
hi : ¬i = w
hij : ¬i = j
⊢ i ∈ {j_1 | j_1 ≠ w ∧ σ ((swap w j) j_1) ≠ j_1} ↔ i ≠ w ∧ σ i ≠ i

Note: The target expression is not type-correct under the `implicit` transparency level, which may have triggered the failure. This is usually caused by unfolding of semireducible definitions in prior tactic steps. Use `set_option linter.tacticCheckInstances true` to investigate the source of the issue.
Full error:
  Application type mismatch: The argument
    fun a => instDecidableAnd
  has type
    (a : α) → Decidable (a ≠ w ∧ (σ * swap w j) a ≠ a)
  but is expected to have type
    DecidablePred fun j_1 => j_1 ≠ w ∧ σ ((swap w j) j_1) ≠ j_1
  in the application
    @Finset.filter α (fun j_1 => j_1 ≠ w ∧ σ ((swap w j) j_1) ≠ j_1) fun a => instDecidableAnd
```

The mended proof, as a diff:

```diff
@@ -21,5 +21,5 @@
   have hjw : j ≠ w := fun h => hj (by rw [h, hw])
   ext i
-  simp only [displaced, Finset.mem_filter, Finset.mem_univ, true_and, Perm.mul_apply]
+  simp only [mem_displaced, Perm.mul_apply]
   by_cases hi : i = w
   · simp [hi]
```

Cause. All three errors come from the `simp only` call. It unfolds `displaced` into a filtered set, and `Perm.mul_apply` then rewrites the filter's condition before `Finset.mem_filter` can turn membership into that condition. The filter also carries a decidability instance, whose type still mentions `(σ * swap w j) a`, while the rewritten condition has `σ ((swap w j) a)`. Lean does not identify the two at the `implicit` transparency level, so `Finset.mem_filter` does not fire on the left-hand set.

Membership in that set therefore stays unexpanded. In the case `i = w`, `simp [hi]` is left with an unproved non-membership. In the other two cases, the swap is applied only to the set's bound variable, not to `j` or `i`, so the `rw` calls find no match.

The repair uses `mem_displaced`, which turns membership directly into a plain proposition without exposing the filter. `Perm.mul_apply` then acts on the swap applied to the actual label, and the rest of the proof works unchanged.
